# For a bounded, continuous 1/ε(q), Gaussian-orbital screening tends to 1/ε(0) as the width grows

A Koopmans-compliant calculation scales each orbital's correction by a screening coefficient. A code that sets this coefficient to the macroscopic value 1/ε∞ for a very extended orbital is taking a long-wavelength limit. The results below justify that limit and bound its error at finite width in a simplified model: a Gaussian orbital density in a homogeneous, isotropic medium, with only the Hartree part of the interaction kept.

Let q ≥ 0 be the wave number, ε(q) the static electronic dielectric function and g(q) = 1/ε(q), so that g(0) = 1/ε∞. The subscript in ε∞ = ε(0) refers to frequencies high compared with the lattice vibrations, not to large q. The normalised orbital density is

n(r) = (2πs²)^(−3/2) exp(−r²/(2s²)),

where s > 0 is its width. Its squared Fourier amplitude is exp(−s²q²). In the Hartree self-interaction energy of this density, the Coulomb factor 1/q² cancels the q² of the radial volume element. The ratio of screened to bare self-interaction energy is therefore

α(s) = ∫₀^∞ g(q) exp(−s²q²) dq / ∫₀^∞ exp(−s²q²) dq.

If g is continuous and |g(q)| ≤ M for all q ≥ 0, then α(s) → g(0) as s → ∞. If g is continuous and |g(q) − g(0)| ≤ Cq² for all q ≥ 0, then

|α(s) − g(0)| ≤ C/(2s²).

In this model, the macroscopic value is accurate to a tolerance τ > 0 once s² ≥ C/(2τ). The constant C, a squared length, limits how quickly screening can depart from its macroscopic value as the wavelength shortens.

## From the Gaussian average to the limits

The denominator is √π/(2s). Substituting u = sq, dq = du/s, in the numerator gives

α(s) = (2/√π) ∫₀^∞ g(u/s) exp(−u²) du.

The integrand is bounded by M exp(−u²), which is integrable and independent of s. For each fixed u > 0, u/s → 0 as s → ∞, so g(u/s) → g(0) by continuity. Dominated convergence then gives

α(s) → (2/√π) · g(0) · (√π/2) = g(0).

As s → 0⁺, u/s → ∞ instead. If g(q) → L at large q, the same argument gives α(s) → L.

For the error, subtract g(0) under the integral:

|α(s) − g(0)| ≤ (2/√π) (C/s²) ∫₀^∞ u² exp(−u²) du.

Integration by parts gives √π/4 for the last integral, and the bound becomes C/(2s²).

Finally, let ε be continuous with ε(q) ≥ 1 and ε(q) → 1 at large q. Physically, the medium never enhances the bare interaction or reverses its sign, and its electrons cease to screen at short wavelengths. Then 0 < g ≤ 1, so M = 1 works, and α tends to 1/ε(0) for wide orbitals and to 1 for narrow ones. A metal, whose ε(q) diverges as q → 0, does not meet these conditions on ε. The results for g still cover it when g, set to 0 at q = 0, is continuous and bounded.

## The Lean file

```lean
import Mathlib

open MeasureTheory Filter Set Topology

namespace KoopmansGaussianScreening

noncomputable section

/-- Screening coefficient of a Gaussian orbital density of width `s > 0`: the average of the
inverse dielectric function `g` over wave numbers `q > 0` with weight `exp (-s² q²)`. -/
def screeningCoefficient (g : ℝ → ℝ) (s : ℝ) : ℝ :=
  (∫ q in Ioi (0 : ℝ), g q * Real.exp (-s ^ 2 * q ^ 2)) /
    ∫ q in Ioi (0 : ℝ), Real.exp (-s ^ 2 * q ^ 2)

/-- The total Gaussian weight of an orbital of width `s` is `√π / (2 s)`. -/
theorem gaussian_weight {s : ℝ} (hs : 0 < s) :
    ∫ q in Ioi (0 : ℝ), Real.exp (-s ^ 2 * q ^ 2) = Real.sqrt Real.pi / (2 * s) := by
  rw [integral_gaussian_Ioi (s ^ 2), Real.sqrt_div Real.pi_pos.le, Real.sqrt_sq hs.le,
    div_div, mul_comm s 2]

/-- The Gaussian weight of unit width is integrable over positive wave numbers. -/
theorem gaussian_integrable :
    IntegrableOn (fun u : ℝ => Real.exp (-u ^ 2)) (Ioi 0) := by
  have h := integrable_exp_neg_mul_sq (b := 1) one_pos
  simp only [neg_mul, one_mul] at h
  exact h.integrableOn

/-- The second moment of the unit Gaussian weight over `u > 0` exists and equals `√π / 4`. -/
theorem gaussian_second_moment :
    IntegrableOn (fun u : ℝ => u ^ 2 * Real.exp (-u ^ 2)) (Ioi 0) ∧
      ∫ u in Ioi (0 : ℝ), u ^ 2 * Real.exp (-u ^ 2) = Real.sqrt Real.pi / 4 := by
  constructor
  · have h := integrable_rpow_mul_exp_neg_mul_sq (b := 1) one_pos (s := 2) (by norm_num)
    simp only [neg_mul, one_mul, Real.rpow_two] at h
    exact h.integrableOn
  · have h := integral_rpow_mul_exp_neg_rpow (p := 2) (q := 2) (by norm_num) (by norm_num)
    simp only [Real.rpow_two] at h
    rw [h, show ((2 : ℝ) + 1) / 2 = 1 / 2 + 1 by norm_num,
      Real.Gamma_add_one (by norm_num), Real.Gamma_one_half_eq]
    ring

/-- A response continuous on `q ≥ 0` stays continuous on `u > 0` when the wave number is
measured in units of the inverse orbital width, `q = u / s`. -/
theorem scaled_continuousOn {g : ℝ → ℝ} (hg : ContinuousOn g (Ici 0)) {s : ℝ} (hs : 0 < s) :
    ContinuousOn (fun u => g (u / s)) (Ioi 0) := by
  have hd : ContinuousOn (fun u : ℝ => u / s) (Ioi 0) :=
    (continuous_id.div_const s).continuousOn
  exact hg.comp hd fun u hu => mem_Ici.mpr (div_nonneg (mem_Ioi.mp hu).le hs.le)

/-- In the dimensionless wave number `u = s q` the Gaussian weight no longer depends on the
width, and the orbital samples the response at `u / s`. -/
theorem screeningCoefficient_scaled (g : ℝ → ℝ) {s : ℝ} (hs : 0 < s) :
    screeningCoefficient g s =
      2 / Real.sqrt Real.pi * ∫ u in Ioi (0 : ℝ), g (u / s) * Real.exp (-u ^ 2) := by
  have h := integral_comp_mul_left_Ioi (fun u => g (u / s) * Real.exp (-u ^ 2)) 0 hs
  have e : ∀ q : ℝ, g (s * q / s) * Real.exp (-(s * q) ^ 2)
      = g q * Real.exp (-s ^ 2 * q ^ 2) := by
    intro q
    rw [mul_div_cancel_left₀ q hs.ne', show -(s * q) ^ 2 = -s ^ 2 * q ^ 2 by ring]
  simp only [e, mul_zero, smul_eq_mul] at h
  have hp : Real.sqrt Real.pi ≠ 0 := (Real.sqrt_pos.mpr Real.pi_pos).ne'
  have hs' := hs.ne'
  rw [screeningCoefficient, gaussian_weight hs, h]
  generalize (∫ u in Ioi (0 : ℝ), g (u / s) * Real.exp (-u ^ 2)) = I
  field_simp

/-- Let the response `g` be continuous and bounded on `q ≥ 0`. If `g (u / s)` tends to `L` for every
`u > 0` along a countably generated filter on which eventually `s > 0`, then the screening
coefficient tends to `L` along that filter. -/
theorem tendsto_of_sampled_response {g : ℝ → ℝ} {M L : ℝ} {l : Filter ℝ}
    [l.IsCountablyGenerated] (hg : ContinuousOn g (Ici 0)) (hM : ∀ q, 0 ≤ q → |g q| ≤ M)
    (hl : ∀ᶠ s in l, 0 < s) (hlim : ∀ u, 0 < u → Tendsto (fun s => g (u / s)) l (𝓝 L)) :
    Tendsto (screeningCoefficient g) l (𝓝 L) := by
  have hunit := gaussian_weight one_pos
  simp only [one_pow, neg_mul, one_mul, mul_one] at hunit
  -- dominated convergence with the bound M exp(-u²)
  have key : Tendsto (fun s => ∫ u in Ioi (0 : ℝ), g (u / s) * Real.exp (-u ^ 2)) l
      (𝓝 (∫ u in Ioi (0 : ℝ), L * Real.exp (-u ^ 2))) := by
    refine tendsto_integral_filter_of_dominated_convergence
      (fun u => M * Real.exp (-u ^ 2)) ?_ ?_ (gaussian_integrable.const_mul M) ?_
    · filter_upwards [hl] with s hs
      exact ((scaled_continuousOn hg hs).mul (by fun_prop)).aestronglyMeasurable
        measurableSet_Ioi
    · filter_upwards [hl] with s hs
      filter_upwards [ae_restrict_mem measurableSet_Ioi] with u hu
      simp only [Real.norm_eq_abs, abs_mul, Real.abs_exp]
      exact mul_le_mul_of_nonneg_right (hM _ (div_nonneg (mem_Ioi.mp hu).le hs.le))
        (Real.exp_pos _).le
    · filter_upwards [ae_restrict_mem measurableSet_Ioi] with u hu
      exact (hlim u hu).mul_const _
  have hp : Real.sqrt Real.pi ≠ 0 := (Real.sqrt_pos.mpr Real.pi_pos).ne'
  have h2 := key.const_mul (2 / Real.sqrt Real.pi)
  rw [integral_const_mul, hunit,
    show 2 / Real.sqrt Real.pi * (L * (Real.sqrt Real.pi / 2)) = L by field_simp] at h2
  exact h2.congr' (hl.mono fun s hs => (screeningCoefficient_scaled g hs).symm)

/-- For a bounded continuous inverse dielectric function `g`, the screening coefficient of a
Gaussian orbital tends to the macroscopic value `g 0` as its width grows without bound. -/
theorem screening_delocalized_limit {g : ℝ → ℝ} {M : ℝ} (hg : ContinuousOn g (Ici 0))
    (hM : ∀ q, 0 ≤ q → |g q| ≤ M) :
    Tendsto (screeningCoefficient g) atTop (𝓝 (g 0)) := by
  refine tendsto_of_sampled_response hg hM (eventually_gt_atTop 0) fun u hu => ?_
  -- the sampled wave number approaches zero from the physical side
  have h0 : Tendsto (fun s : ℝ => u / s) atTop (𝓝[Ici 0] 0) := by
    refine tendsto_nhdsWithin_iff.mpr ⟨tendsto_const_nhds.div_atTop tendsto_id, ?_⟩
    filter_upwards [eventually_gt_atTop (0 : ℝ)] with s hs
    exact mem_Ici.mpr (div_nonneg hu.le hs.le)
  exact (hg 0 self_mem_Ici).tendsto.comp h0

/-- If an inverse dielectric function, continuous and bounded on `q ≥ 0`, tends to `L` at large wave
number, the screening coefficient tends to `L` as the orbital width shrinks to zero. -/
theorem screening_localized_limit {g : ℝ → ℝ} {M L : ℝ} (hg : ContinuousOn g (Ici 0))
    (hM : ∀ q, 0 ≤ q → |g q| ≤ M) (hL : Tendsto g atTop (𝓝 L)) :
    Tendsto (screeningCoefficient g) (𝓝[>] 0) (𝓝 L) := by
  refine tendsto_of_sampled_response hg hM self_mem_nhdsWithin fun u hu => ?_
  have h : Tendsto (fun s : ℝ => u / s) (𝓝[>] 0) atTop := by
    simp only [div_eq_mul_inv]
    exact Tendsto.const_mul_atTop hu tendsto_inv_nhdsGT_zero
  exact hL.comp h

/-- If a response continuous on `q ≥ 0` deviates there from its macroscopic value `g 0` by at most
`C q²`, the screening coefficient of an orbital of width `s > 0` deviates from `g 0` by at most `C /
(2 s²)`. -/
theorem screening_error_bound {g : ℝ → ℝ} {C s : ℝ} (hg : ContinuousOn g (Ici 0))
    (hC : ∀ q, 0 ≤ q → |g q - g 0| ≤ C * q ^ 2) (hs : 0 < s) :
    |screeningCoefficient g s - g 0| ≤ C / (2 * s ^ 2) := by
  have hunit := gaussian_weight one_pos
  simp only [one_pow, neg_mul, one_mul, mul_one] at hunit
  obtain ⟨hi, hm⟩ := gaussian_second_moment
  have hbi := hi.const_mul (C / s ^ 2)
  have hle : ∀ᵐ u ∂(volume.restrict (Ioi (0 : ℝ))),
      ‖(g (u / s) - g 0) * Real.exp (-u ^ 2)‖
        ≤ C / s ^ 2 * (u ^ 2 * Real.exp (-u ^ 2)) := by
    filter_upwards [ae_restrict_mem measurableSet_Ioi] with u hu
    simp only [Real.norm_eq_abs, abs_mul, Real.abs_exp]
    calc |g (u / s) - g 0| * Real.exp (-u ^ 2)
        ≤ C * (u / s) ^ 2 * Real.exp (-u ^ 2) :=
          mul_le_mul_of_nonneg_right (hC _ (div_nonneg (mem_Ioi.mp hu).le hs.le))
            (Real.exp_pos _).le
      _ = C / s ^ 2 * (u ^ 2 * Real.exp (-u ^ 2)) := by ring
  have hD : Integrable (fun u => (g (u / s) - g 0) * Real.exp (-u ^ 2))
      (volume.restrict (Ioi (0 : ℝ))) :=
    Integrable.mono' hbi ((((scaled_continuousOn hg hs).sub continuousOn_const).mul
      (by fun_prop)).aestronglyMeasurable measurableSet_Ioi) hle
  -- separate the macroscopic value from the deviation
  have hsplit : ∫ u in Ioi (0 : ℝ), g (u / s) * Real.exp (-u ^ 2)
      = (∫ u in Ioi (0 : ℝ), (g (u / s) - g 0) * Real.exp (-u ^ 2))
        + g 0 * (Real.sqrt Real.pi / 2) := by
    calc ∫ u in Ioi (0 : ℝ), g (u / s) * Real.exp (-u ^ 2)
        = ∫ u in Ioi (0 : ℝ), ((g (u / s) - g 0) * Real.exp (-u ^ 2)
            + g 0 * Real.exp (-u ^ 2)) := by
          congr 1
          ext u
          ring
      _ = (∫ u in Ioi (0 : ℝ), (g (u / s) - g 0) * Real.exp (-u ^ 2))
            + ∫ u in Ioi (0 : ℝ), g 0 * Real.exp (-u ^ 2) :=
          integral_add hD (gaussian_integrable.const_mul (g 0))
      _ = _ := by rw [integral_const_mul, hunit]
  have hI := norm_integral_le_of_norm_le hbi hle
  rw [integral_const_mul, hm, Real.norm_eq_abs] at hI
  have hp : 0 < Real.sqrt Real.pi := Real.sqrt_pos.mpr Real.pi_pos
  have hc : 2 / Real.sqrt Real.pi * (Real.sqrt Real.pi / 2) = 1 := by field_simp
  rw [screeningCoefficient_scaled g hs, hsplit]
  generalize (∫ u in Ioi (0 : ℝ), (g (u / s) - g 0) * Real.exp (-u ^ 2)) = I at hI ⊢
  have h1 : 2 / Real.sqrt Real.pi * (I + g 0 * (Real.sqrt Real.pi / 2)) - g 0
      = 2 / Real.sqrt Real.pi * I := by linear_combination g 0 * hc
  have hpos : 0 < 2 / Real.sqrt Real.pi := by positivity
  rw [h1, abs_mul, abs_of_pos hpos]
  calc 2 / Real.sqrt Real.pi * |I|
      ≤ 2 / Real.sqrt Real.pi * (C / s ^ 2 * (Real.sqrt Real.pi / 4)) :=
        mul_le_mul_of_nonneg_left hI hpos.le
    _ = C / (2 * s ^ 2) := by linear_combination (C / (2 * s ^ 2)) * hc

/-- For a continuous dielectric function `ε ≥ 1` that tends to `1` at large wave number, the
screening coefficient tends to `1 / ε 0` for wide orbitals and to `1` for narrow ones. -/
theorem dielectric_screening_limits {ε : ℝ → ℝ} (hε : ContinuousOn ε (Ici 0))
    (h1 : ∀ q, 0 ≤ q → 1 ≤ ε q) (hinf : Tendsto ε atTop (𝓝 1)) :
    Tendsto (screeningCoefficient fun q => 1 / ε q) atTop (𝓝 (1 / ε 0)) ∧
      Tendsto (screeningCoefficient fun q => 1 / ε q) (𝓝[>] 0) (𝓝 1) := by
  have hpos : ∀ q, 0 ≤ q → 0 < ε q := fun q hq => lt_of_lt_of_le one_pos (h1 q hq)
  have hg : ContinuousOn (fun q => 1 / ε q) (Ici 0) :=
    continuousOn_const.div hε fun q hq => (hpos q hq).ne'
  have hM : ∀ q, 0 ≤ q → |1 / ε q| ≤ 1 := by
    intro q hq
    rw [abs_of_pos (one_div_pos.mpr (hpos q hq)), div_le_iff₀ (hpos q hq), one_mul]
    exact h1 q hq
  have hL : Tendsto (fun q => 1 / ε q) atTop (𝓝 1) := by
    simpa using hinf.inv₀ one_ne_zero
  exact ⟨screening_delocalized_limit hg hM, screening_localized_limit hg hM hL⟩

end

end KoopmansGaussianScreening
```

```lean
#print axioms KoopmansGaussianScreening.screening_delocalized_limit
#print axioms KoopmansGaussianScreening.screening_error_bound
#print axioms KoopmansGaussianScreening.dielectric_screening_limits
```

```
'KoopmansGaussianScreening.screening_delocalized_limit' depends on axioms: [propext, Classical.choice, Quot.sound]
'KoopmansGaussianScreening.screening_error_bound' depends on axioms: [propext, Classical.choice, Quot.sound]
'KoopmansGaussianScreening.dielectric_screening_limits' depends on axioms: [propext, Classical.choice, Quot.sound]
```

## How the code expresses the limits and the error bound

`screeningCoefficient g s` is α(s), with both integrals over `Ioi 0`, that is, q > 0. Although `g` is a function on all reals, continuity and the bounds are required only on `Ici 0`, the physical range q ≥ 0. The filter `atTop` expresses s → ∞, and `𝓝[>] 0` expresses s → 0 from above.

`gaussian_weight` evaluates the denominator, and `screeningCoefficient_scaled` performs the substitution u = sq. `tendsto_of_sampled_response` carries out dominated convergence for a general limiting regime; `scaled_continuousOn` supplies the measurability it needs and `gaussian_integrable` the integrable bound. `screening_delocalized_limit` and `screening_localized_limit` then only have to show where u/s goes.

`screening_error_bound` splits the integral into g(0) and the deviation, then applies `gaussian_second_moment`, which obtains √π/4 from the Gamma function instead of by parts. It needs no separate bound M, because the quadratic estimate already makes the deviation integrable. `dielectric_screening_limits` derives the conditions on g from those on ε and combines both limits.

## Where the model stops

The Gaussian density and the scalar response g(q) are inputs. The theorems do not derive α(s) from a Koopmans functional, and they do not treat anisotropy, local fields, the exchange-correlation part of the interaction or changes in the orbital's own shape. C must hold at every q ≥ 0, so a curvature fitted near q = 0 is not enough by itself. Continuity and boundedness give the wide-orbital limit but no rate.

The integrals are exact and continuous in q. Errors from a discrete q grid, a finite simulation cell or floating-point arithmetic need their own estimates.
